# Even moments of the hydrogenic 1s momentum density are finite only up to p⁴, while the square-root energy has a finite mean

Q: I have the first-order mass-velocity correction for a hydrogenic 1s electron, the expectation value of −p⁴/(8c²). The next step is to add that of p⁶/(16c⁴), the following term in the expanded kinetic energy. Can I just evaluate the integral?

A: No, it diverges. For one electron in the nonrelativistic 1s state, the expansion of the free-particle energy can be averaged term by term through p⁴ and no further. The unexpanded square root has a finite average.

Q: Then show me that the formal version is about my integral. What is the density?

A: In atomic units, let p be the magnitude of the momentum, Z > 0 the nuclear charge and c > 0 the speed of light. The 1s momentum wavefunction is proportional to 1/(p² + Z²)². Squaring it and including the radial factor p² gives

w(p) = p²/(p² + Z²)⁴, p > 0.

```lean
import Mathlib

open MeasureTheory Set

namespace FoldyWouthuysenDivergence

noncomputable section
```

In Lean this is `density1s Z p`.

```lean
/-- The unnormalised momentum density of a hydrogenic 1s electron with nuclear charge `Z`,
including the radial factor `p ^ 2`. -/
def density1s (Z p : ℝ) : ℝ := p ^ 2 / (p ^ 2 + Z ^ 2) ^ 4
```

The normalised density is (32Z⁵/π) w(p). The positive prefactor has no effect on whether an integral converges, so the file omits it.

Q: And the energies?

A: The expansion of √(1 + x) has coefficients b₀ = 1 and

bₖ₊₁ = bₖ (1/2 − k)/(k + 1),

which begin 1, 1/2, −1/8, 1/16.

```lean
/-- The binomial coefficients of the expansion of `sqrt (1 + x)` in powers of `x`. -/
def sqrtCoeff : ℕ → ℝ
  | 0 => 1
  | k + 1 => sqrtCoeff k * (1 / 2 - (k : ℝ)) / ((k : ℝ) + 1)
```

Setting x = p²/c² and multiplying by c² gives the truncation at order N, the sum of c² bₖ (p²/c²)ᵏ over k = 0, …, N. That is why the code sums over `Finset.range (N + 1)`.

```lean
/-- The free-particle energy expanded in powers of `p ^ 2 / c ^ 2` and cut off after order `N`. -/
def truncatedEnergy (c : ℝ) (N : ℕ) (p : ℝ) : ℝ :=
  ∑ k ∈ Finset.range (N + 1), c ^ 2 * sqrtCoeff k * (p ^ 2 / c ^ 2) ^ k
```

The energy being expanded is E(p) = √(c⁴ + c²p²), rest energy included.

```lean
/-- The exact relativistic free-particle energy, rest energy included, in atomic units. -/
def exactEnergy (c p : ℝ) : ℝ := Real.sqrt (c ^ 4 + c ^ 2 * p ^ 2)
```

Q: Where does "finite expectation value" appear?

A: As `IntegrableOn … (Ioi 0)`: the observable times w is measurable and its absolute value has a finite integral over p > 0. A polynomial in p² eventually keeps one sign, so when this fails for a polynomial, its integral really does run off to plus or minus infinity. No cancellation is being overlooked.

Q: Why is p⁴ still safe?

A: Because (1 + p⁴)w(p) lies below a multiple of 1/(1 + p²). First,

(1 + 1/Z²)(p² + Z²) = 1 + p² + Z² + p²/Z² ≥ 1 + p².

Raise this to the fourth power. Next,

(1 + p²)⁴ − (1 + p⁴)p²(1 + p²) = 1 + 3p² + 5p⁴ + 3p⁶ ≥ 0.

Together these give

(1 + p⁴)w(p) ≤ (1 + 1/Z²)⁴/(1 + p²).

In the proof, `h1` is the first inequality, `h2` its fourth power and `h3` the second comparison.

```lean
/-- The 1s density weighted with `1 + p ^ 4` lies below a multiple of a Lorentzian. -/
theorem density1s_bound {Z : ℝ} (hZ : 0 < Z) (p : ℝ) :
    (1 + p ^ 4) * density1s Z p ≤ (1 + 1 / Z ^ 2) ^ 4 * (1 + p ^ 2)⁻¹ := by
  have h1 : 1 + p ^ 2 ≤ (1 + 1 / Z ^ 2) * (p ^ 2 + Z ^ 2) := by
    have e : (1 + 1 / Z ^ 2) * (p ^ 2 + Z ^ 2) = 1 + p ^ 2 + Z ^ 2 + p ^ 2 / Z ^ 2 := by
      field_simp
      ring
    have h : 0 ≤ p ^ 2 / Z ^ 2 := by positivity
    rw [e]
    linarith [sq_nonneg Z]
  have h2 : (1 + p ^ 2) ^ 4 ≤ (1 + 1 / Z ^ 2) ^ 4 * (p ^ 2 + Z ^ 2) ^ 4 := by
    rw [← mul_pow]
    exact pow_le_pow_left₀ (by positivity) h1 4
  have h3 : (1 + p ^ 4) * p ^ 2 * (1 + p ^ 2) ≤ (1 + p ^ 2) ^ 4 := by
    have h : 0 ≤ 1 + 3 * p ^ 2 + 5 * p ^ 4 + 3 * p ^ 6 := by positivity
    nlinarith [h]
  unfold density1s
  rw [← div_eq_mul_inv, ← mul_div_assoc, div_le_div_iff₀ (by positivity) (by positivity)]
  exact h3.trans h2
```

The right-hand side is integrable. So if g is continuous and |g(p)| ≤ A(1 + p⁴) for some constant A, then g·w is integrable by domination. `Integrable.mono'` carries out that comparison, and the `calc` block supplies the bound.

```lean
/-- A continuous function of momentum that grows at most like `p ^ 4` has a finite
expectation value in the 1s state. -/
theorem integrableOn_of_quartic_bound {Z A : ℝ} (hZ : 0 < Z) {g : ℝ → ℝ} (hg : Continuous g)
    (hb : ∀ p, 0 < p → |g p| ≤ A * (1 + p ^ 4)) :
    IntegrableOn (fun p => g p * density1s Z p) (Ioi 0) := by
  have hA : 0 ≤ A := by
    have h := (abs_nonneg (g 1)).trans (hb 1 one_pos)
    norm_num at h
    linarith
  have hw : Continuous (density1s Z) := by
    unfold density1s
    exact Continuous.div (by fun_prop) (by fun_prop) (fun p => by positivity)
  have hdom : IntegrableOn (fun p : ℝ => A * ((1 + 1 / Z ^ 2) ^ 4 * (1 + p ^ 2)⁻¹)) (Ioi 0) :=
    ((integrable_inv_one_add_sq.const_mul _).const_mul _).integrableOn
  refine Integrable.mono' hdom (hg.mul hw).aestronglyMeasurable ?_
  refine (ae_restrict_iff' measurableSet_Ioi).2 (.of_forall fun p hp => ?_)
  have hwp : 0 ≤ density1s Z p := by unfold density1s; positivity
  rw [norm_mul, Real.norm_eq_abs, Real.norm_eq_abs, abs_of_nonneg hwp]
  calc |g p| * density1s Z p ≤ A * (1 + p ^ 4) * density1s Z p :=
        mul_le_mul_of_nonneg_right (hb p hp) hwp
    _ = A * ((1 + p ^ 4) * density1s Z p) := by ring
    _ ≤ _ := mul_le_mul_of_nonneg_left (density1s_bound hZ p) hA
```

Q: And what goes wrong at p⁶?

A: The integrand stops decaying. For p ≥ Z we have p² + Z² ≤ 2p², hence

p⁶w(p) = p⁸/(p² + Z²)⁴ ≥ p⁸/(2p²)⁴ = 1/16.

More generally, suppose p⁶ ≤ K|g(p)| for all p ≥ R. Beyond the larger of R and Z, this gives 1 ≤ 16K|g(p)|w(p). If g·w were integrable, the constant 1 would be integrable on a half-line, which is false.

The Lean proof argues by the same contradiction. It writes the constant as p⁰ so that `integrableOn_Ioi_rpow_iff`, the criterion for powers on a half-line, can finish the job; `hlow` is the bound by 1/16.

```lean
/-- A function of momentum that grows at least like `p ^ 6` has no finite expectation value
in the 1s state. -/
theorem not_integrableOn_of_sextic_growth {Z K R : ℝ} (hZ : 0 < Z) {g : ℝ → ℝ}
    (hg : ∀ p, R ≤ p → p ^ 6 ≤ K * |g p|) :
    ¬ IntegrableOn (fun p => g p * density1s Z p) (Ioi 0) := by
  intro h
  have hM : 0 < max R Z := lt_max_of_lt_right hZ
  -- the integrand would dominate a positive constant on a half-line
  have h1 : IntegrableOn (fun p : ℝ => p ^ (0 : ℝ)) (Ioi (max R Z)) := by
    have h2 := (Integrable.norm (h.mono_set (Ioi_subset_Ioi hM.le))).const_mul (16 * K)
    refine Integrable.mono' h2 ?_ ?_
    · simp only [Real.rpow_zero]
      exact aestronglyMeasurable_const
    · refine (ae_restrict_iff' measurableSet_Ioi).2 (.of_forall fun p hp => ?_)
      obtain ⟨hR, hZp⟩ := max_lt_iff.1 (mem_Ioi.1 hp)
      have hwp : 0 ≤ density1s Z p := by unfold density1s; positivity
      have hlow : 1 ≤ 16 * (p ^ 6 * density1s Z p) := by
        have hs : p ^ 2 + Z ^ 2 ≤ 2 * p ^ 2 := by nlinarith
        have h4 := pow_le_pow_left₀ (by positivity) hs 4
        have e : 16 * (p ^ 6 * density1s Z p) = 16 * p ^ 8 / (p ^ 2 + Z ^ 2) ^ 4 := by
          unfold density1s
          ring
        rw [e, le_div_iff₀ (by positivity), one_mul]
        calc (p ^ 2 + Z ^ 2) ^ 4 ≤ (2 * p ^ 2) ^ 4 := h4
          _ = 16 * p ^ 8 := by ring
      have h5 := mul_le_mul_of_nonneg_right (hg p hR.le) hwp
      rw [Real.rpow_zero, norm_one, norm_mul, Real.norm_eq_abs, Real.norm_eq_abs,
        abs_of_nonneg hwp]
      linarith
  have h6 := (integrableOn_Ioi_rpow_iff hM).1 h1
  norm_num at h6
```

Q: My truncated energy is a sum with alternating signs. Could the divergent terms cancel?

A: No, because the highest power wins. Let Q be a real polynomial and consider Q(p²). If its degree is at least 3, then x³ ≤ K|Q(x)| for some K and all large x; put x = p² and use the previous result. If its degree is at most 2, with coefficients q₀, q₁, q₂, then p² ≤ 1 + p⁴ gives

|Q(p²)| ≤ |q₀| + |q₁|p² + |q₂|p⁴ ≤ (|q₀| + |q₁| + |q₂|)(1 + p⁴),

and the quartic criterion applies. So Q(p²)w(p) is integrable exactly when the degree of Q is at most 2.

In Lean, `Polynomial.isBigO_atTop_of_degree_le` provides K, and `Polynomial.eval_eq_sum_range'` writes out the three coefficients in the other direction.

```lean
/-- A polynomial in `p ^ 2` has a finite 1s expectation value exactly when its degree in
`p ^ 2` is at most two. -/
theorem integrableOn_polynomial_iff {Z : ℝ} (hZ : 0 < Z) (Q : Polynomial ℝ) :
    IntegrableOn (fun p => Q.eval (p ^ 2) * density1s Z p) (Ioi 0) ↔ Q.natDegree ≤ 2 := by
  constructor
  · intro h
    by_contra hd
    have hQ : Q ≠ 0 := by
      rintro rfl
      simp at hd
    have hdeg : (Polynomial.X ^ 3 : Polynomial ℝ).degree ≤ Q.degree := by
      rw [Polynomial.degree_X_pow, Polynomial.degree_eq_natDegree hQ]
      have h3 : 3 ≤ Q.natDegree := by omega
      exact_mod_cast h3
    -- the polynomial dominates the cube of its argument at infinity
    obtain ⟨K, hK⟩ :=
      (Polynomial.isBigO_atTop_of_degree_le (P := Polynomial.X ^ 3) (Q := Q) hdeg).bound
    obtain ⟨R, hR⟩ := Filter.eventually_atTop.1 hK
    refine not_integrableOn_of_sextic_growth (R := max R 1) (K := K) hZ
      (g := fun p => Q.eval (p ^ 2)) (fun p hp => ?_) h
    obtain ⟨hp1, hp2⟩ := max_le_iff.1 hp
    have h7 := hR (p ^ 2) (by nlinarith)
    simp only [Polynomial.eval_pow, Polynomial.eval_X, Real.norm_eq_abs] at h7
    calc p ^ 6 = (p ^ 2) ^ 3 := by ring
      _ ≤ |(p ^ 2) ^ 3| := le_abs_self _
      _ ≤ _ := h7
  · intro hd
    refine integrableOn_of_quartic_bound (A := |Q.coeff 0| + |Q.coeff 1| + |Q.coeff 2|) hZ
      (Q.continuous.comp (continuous_pow 2)) (fun p _ => ?_)
    have e : Q.eval (p ^ 2) = Q.coeff 0 + Q.coeff 1 * p ^ 2 + Q.coeff 2 * p ^ 4 := by
      rw [Polynomial.eval_eq_sum_range' (show Q.natDegree < 3 by omega)]
      simp only [Finset.sum_range_succ, Finset.sum_range_zero]
      ring
    have h4 : 0 ≤ p ^ 4 := by positivity
    have q : p ^ 2 ≤ 1 + p ^ 4 := by nlinarith [sq_nonneg (p ^ 2 - 1)]
    have a1 := mul_le_mul_of_nonneg_right (le_abs_self (Q.coeff 1)) (sq_nonneg p)
    have a2 := mul_le_mul_of_nonneg_right (neg_abs_le (Q.coeff 1)) (sq_nonneg p)
    have a3 := mul_le_mul_of_nonneg_right (le_abs_self (Q.coeff 2)) h4
    have a4 := mul_le_mul_of_nonneg_right (neg_abs_le (Q.coeff 2)) h4
    have a5 := mul_le_mul_of_nonneg_left q (abs_nonneg (Q.coeff 1))
    have a6 := mul_nonneg (abs_nonneg (Q.coeff 0)) h4
    change |Q.eval (p ^ 2)| ≤ _
    rw [e, abs_le]
    constructor <;>
      nlinarith [le_abs_self (Q.coeff 0), neg_abs_le (Q.coeff 0), abs_nonneg (Q.coeff 2)]
```

Taking Q(x) = xᵏ settles the separate moments: p²ᵏw(p) is integrable if and only if k ≤ 2.

```lean
/-- The moment of order `2 k` of the 1s momentum density is finite exactly for `k ≤ 2`. -/
theorem integrableOn_moment_iff {Z : ℝ} (hZ : 0 < Z) (k : ℕ) :
    IntegrableOn (fun p => p ^ (2 * k) * density1s Z p) (Ioi 0) ↔ k ≤ 2 := by
  have h := integrableOn_polynomial_iff hZ (Polynomial.X ^ k)
  simpa only [Polynomial.eval_pow, Polynomial.eval_X, ← pow_mul,
    Polynomial.natDegree_X_pow] using h
```

Q: Does the recursive definition really produce the terms I started with?

A: At N = 3 it gives

c² + p²/2 − p⁴/(8c²) + p⁶/(16c⁴),

which is checked by expanding the sum and simplifying.

```lean
/-- To third order the expanded energy consists of the rest energy, the nonrelativistic kinetic
energy, the `p ^ 4` mass-velocity term and a `p ^ 6` term. -/
theorem truncatedEnergy_three {c : ℝ} (hc : 0 < c) (p : ℝ) :
    truncatedEnergy c 3 p =
      c ^ 2 + p ^ 2 / 2 - p ^ 4 / (8 * c ^ 2) + p ^ 6 / (16 * c ^ 4) := by
  simp only [truncatedEnergy, Finset.sum_range_succ, Finset.sum_range_zero, sqrtCoeff]
  push_cast
  field_simp
  ring
```

For general N, what matters is that the leading coefficient is nonzero. Passing from bₖ to bₖ₊₁ multiplies by (1/2 − k)/(k + 1), and 1/2 − k is never zero for a natural number k. The induction below turns a supposed zero into 2k = 1, which `omega` rejects.

```lean
/-- No coefficient in the expansion of the square root vanishes. -/
theorem sqrtCoeff_ne_zero (k : ℕ) : sqrtCoeff k ≠ 0 := by
  induction k with
  | zero => simp [sqrtCoeff]
  | succ k ih =>
    have h1 : (1 / 2 - (k : ℝ)) ≠ 0 := by
      intro h
      have h2 : 2 * (k : ℝ) = 1 := by linarith
      have h3 : 2 * k = 1 := by exact_mod_cast h2
      omega
    have h4 : (k : ℝ) + 1 ≠ 0 := by positivity
    exact div_ne_zero (mul_ne_zero ih h1) h4
```

Q: So what does the final theorem say, in words?

A: For every Z > 0 and c > 0, E(p)w(p) is integrable, and for every natural number N the order-N truncation times w is integrable if and only if N ≤ 2.

For the first half, square the proposed upper bound:

(c² + p²/2)² = c⁴ + c²p² + p⁴/4 ≥ E(p)².

Hence 0 ≤ E(p) ≤ c² + p²/2 ≤ (c² + 1)(1 + p⁴), and the quartic criterion applies. For the second half, the proof builds the truncation as a polynomial `Q` in p². `hcoeff` and `ha` show that its coefficient of order N is nonzero, `hdeg` concludes that its degree is exactly N, and `heval` identifies it with `truncatedEnergy`. The polynomial criterion then gives the equivalence.

```lean
/-- In the 1s state the exact relativistic energy has a finite expectation value, whereas its
expansion in powers of `p ^ 2 / c ^ 2` cut off after order `N` has one exactly when `N ≤ 2`. -/
theorem exact_finite_and_truncated_iff {Z c : ℝ} (hZ : 0 < Z) (hc : 0 < c) :
    IntegrableOn (fun p => exactEnergy c p * density1s Z p) (Ioi 0) ∧
    ∀ N : ℕ, IntegrableOn (fun p => truncatedEnergy c N p * density1s Z p) (Ioi 0) ↔ N ≤ 2 := by
  constructor
  · -- the square root lies below its first-order expansion
    refine integrableOn_of_quartic_bound (A := c ^ 2 + 1) hZ
      (by unfold exactEnergy; fun_prop) (fun p _ => ?_)
    have h1 : exactEnergy c p ≤ c ^ 2 + p ^ 2 / 2 := by
      unfold exactEnergy
      refine Real.sqrt_le_iff.2 ⟨by positivity, ?_⟩
      nlinarith [sq_nonneg (p ^ 2)]
    have h2 : 0 ≤ c ^ 2 * p ^ 4 := by positivity
    rw [abs_of_nonneg (show 0 ≤ exactEnergy c p from Real.sqrt_nonneg _)]
    nlinarith [sq_nonneg (p ^ 2 - 1), sq_nonneg (p ^ 2)]
  · intro N
    -- the truncation is a polynomial in `p ^ 2` of degree exactly `N`
    let a : ℕ → ℝ := fun k => c ^ 2 * sqrtCoeff k / (c ^ 2) ^ k
    let Q : Polynomial ℝ :=
      ∑ k ∈ Finset.range (N + 1), Polynomial.C (a k) * Polynomial.X ^ k
    have hcoeff : Q.coeff N = a N := by
      simp only [Q, Polynomial.finsetSum_coeff, Polynomial.coeff_C_mul,
        Polynomial.coeff_X_pow, mul_ite, mul_one, mul_zero, Finset.sum_ite_eq]
      exact if_pos (Finset.mem_range.2 (Nat.lt_succ_self N))
    have ha : a N ≠ 0 :=
      div_ne_zero (mul_ne_zero (by positivity) (sqrtCoeff_ne_zero N)) (by positivity)
    have hdeg : Q.natDegree = N := by
      apply le_antisymm
      · refine Polynomial.natDegree_sum_le_of_forall_le _ _ (fun k hk => ?_)
        have hk' := Finset.mem_range.1 hk
        exact (Polynomial.natDegree_C_mul_X_pow_le _ _).trans (by omega)
      · exact Polynomial.le_natDegree_of_ne_zero (by rw [hcoeff]; exact ha)
    have heval : ∀ p, truncatedEnergy c N p = Q.eval (p ^ 2) := by
      intro p
      simp only [truncatedEnergy, Q, a, Polynomial.eval_finsetSum, Polynomial.eval_mul,
        Polynomial.eval_C, Polynomial.eval_pow, Polynomial.eval_X]
      refine Finset.sum_congr rfl (fun k _ => ?_)
      rw [div_pow]
      ring
    simp only [heval]
    rw [integrableOn_polynomial_iff hZ Q, hdeg]

end

end FoldyWouthuysenDivergence
```

```lean
#print axioms FoldyWouthuysenDivergence.integrableOn_moment_iff
-- 'FoldyWouthuysenDivergence.integrableOn_moment_iff' depends on axioms: [propext, Classical.choice, Quot.sound]
#print axioms FoldyWouthuysenDivergence.truncatedEnergy_three
-- 'FoldyWouthuysenDivergence.truncatedEnergy_three' depends on axioms: [propext, Classical.choice, Quot.sound]
#print axioms FoldyWouthuysenDivergence.exact_finite_and_truncated_iff
-- 'FoldyWouthuysenDivergence.exact_finite_and_truncated_iff' depends on axioms: [propext, Classical.choice, Quot.sound]
```

Q: What happens at the smallest order, N = 0?

A: The truncation is the constant c², so the claim reduces to the integrability of w itself. With the normalised density the expectation value is c². This also takes care of the kinetic energy proper: since w is integrable, subtracting the rest energy from E(p) leaves a finite average.

Q: I still have a doubt. "Exact" sounds like the Dirac energy of the atom.

A: It is not that. `exactEnergy` is the positive free-particle energy, averaged over a nonrelativistic 1s density. The theorem contains no Dirac bound state and no spin. Nor does it treat the full Foldy-Wouthuysen Hamiltonian, whose higher orders also contain terms involving the nuclear potential. A divergent p⁶ average therefore does not settle what happens to the complete energy correction of order 1/c⁴, which also has contributions from those terms and, through second-order perturbation theory, from the terms of order 1/c².

Q: And is the truncation shown to approach the square root?

A: No, the theorem compares only their integrability. The binomial series in p²/c² converges only for p ≤ c, whereas the expectation value integrates over all p > 0. Making c larger moves that boundary outwards, but for any finite c the p⁶ integral still diverges, because the condition N ≤ 2 does not depend on c.
